# Two matched Gaussians give a one-dimensional oscillator's exact polarizability, but too high an energy at any nonzero field

Suppose that the polarizability of a charged oscillator is read from its energy shift in a finite field, and that the energy is computed in a basis of two Gaussians. At frequency 2 and field 3/2, with mass, charge and $\hbar$ equal to one, the basis used below gives 2/9, while the exact value is 1/4. Without knowing how this error depends on the field, one may conclude that the basis has to be enlarged, although a weaker field would bring the same basis as close to 1/4 as desired.

The oscillator has frequency $w>0$ (usually written $\omega$) and sits in a uniform field $F$. Completing the square in the potential,

$$\tfrac12 w^2x^2-Fx=\tfrac12 w^2\left(x-\frac{F}{w^2}\right)^2-\frac{F^2}{2w^2},$$

shows a displaced oscillator with ground-state energy $w/2-F^2/(2w^2)$ and hence polarizability $1/w^2$. This identification is the step from the formal model to the physical oscillator that rests on the prose alone: the theorems compare the variational energy with the explicit number $w/2-F^2/(2w^2)$.

```lean
import Mathlib

open MeasureTheory Filter Topology Real

namespace GaussianOscillatorInField

noncomputable section
```

## The oscillator and its two-function basis

The Hamiltonian is

$$H=-\frac12\frac{d^2}{dx^2}+\frac{w^2x^2}{2}-Fx .$$

In Lean it acts on a real function `ψ` through the actual second derivative, `deriv (deriv ψ)`.

```lean
/-- The Hamiltonian of a harmonic oscillator of frequency `w` in a uniform field `F`, in units where
the mass, the charge and `ℏ` are one, applied to a twice differentiable `ψ`. -/
def hamiltonian (w F : ℝ) (ψ : ℝ → ℝ) (x : ℝ) : ℝ :=
  -(1 / 2) * deriv (deriv ψ) x + (w ^ 2 * x ^ 2 / 2 - F * x) * ψ x
```

The energy of a trial function $\psi$, which need not be normalised, is the Rayleigh quotient $\int\psi H\psi\,dx\,/\int\psi^2\,dx$, with both integrals over the whole line.

```lean
/-- The Rayleigh quotient of a twice differentiable real wave function, provided that both integrals
converge and that the integral of its square is not zero. -/
def rayleigh (w F : ℝ) (ψ : ℝ → ℝ) : ℝ :=
  (∫ x, ψ x * hamiltonian w F ψ x) / ∫ x, ψ x ^ 2
```

The trial functions are

$$\psi(x)=(a+bx)\,e^{-wx^2/2},\qquad a,b\in\mathbb R .$$

These are an s-type and a p-type primitive with the common exponent $w/2$, which is matched to the oscillator: at $F=0$ they are its two lowest eigenfunctions, up to normalisation.

```lean
/-- The combination of the primitives `exp (-w x² / 2)` and `x exp (-w x² / 2)` with
coefficients `a` and `b`. -/
def trial (w a b : ℝ) : ℝ → ℝ := fun x => (a + b * x) * exp (-(w / 2) * x ^ 2)
```

The variational energy $E(F)$ is the infimum of the quotients over all pairs $(a,b)$ other than $(0,0)$. In Lean, `trialEnergies` is the set of these quotients and `lowestEnergy` is its infimum. That the infimum is a minimum is proved further on.

```lean
/-- For `w > 0`, the Rayleigh quotients of all combinations whose coefficients are not both zero. -/
def trialEnergies (w F : ℝ) : Set ℝ :=
  {E | ∃ a b : ℝ, (a ≠ 0 ∨ b ≠ 0) ∧ rayleigh w F (trial w a b) = E}

/-- For `w > 0`, the variational energy: the infimum of the Rayleigh quotients in the two-function
basis. -/
def lowestEnergy (w F : ℝ) : ℝ := sInf (trialEnergies w F)
```

In the normalised basis the problem is the two-level matrix

$$\begin{pmatrix} w/2 & -F/\sqrt{2w}\\ -F/\sqrt{2w} & 3w/2\end{pmatrix},$$

with eigenvalues $w\pm R$, where

$$R=\sqrt{\frac{w^2}{4}+\frac{F^2}{2w}} .$$

The name `halfGap` refers to $R$ as half the distance between these two levels. The proofs of the minimum and of the excess energy use only that $R>0$ and that $R^2$ is the expression under the root. The final theorem also uses the definition itself, for the value of $R$ at $F=0$ and for its continuity there.

```lean
/-- The root `√(w²/4 + F²/(2w))` of the two-level problem, for `w > 0`. -/
def halfGap (w F : ℝ) : ℝ := √(w ^ 2 / 4 + F ^ 2 / (2 * w))

/-- For `w > 0`, the root is positive and its square is `w²/4 + F²/(2w)`. -/
theorem halfGap_spec {w : ℝ} (hw : 0 < w) (F : ℝ) :
    0 < halfGap w F ∧ halfGap w F ^ 2 = w ^ 2 / 4 + F ^ 2 / (2 * w) :=
  ⟨Real.sqrt_pos.2 (by positivity), Real.sq_sqrt (by positivity)⟩
```

## Gaussian integrals from a total derivative

For real $c,p,q,r$, the product rule gives

$$\frac{d}{dy}\left[(p+qy+ry^2)e^{-cy^2}\right]=\left[q+2ry-2cy(p+qy+ry^2)\right]e^{-cy^2}.$$

This one formula serves twice: for the integrals, with $c=w$, and for the kinetic energy, with $c=w/2$.

```lean
/-- The derivative of a quadratic polynomial times a Gaussian. -/
theorem hasDerivAt_quadratic_gaussian (c p q r y : ℝ) :
    HasDerivAt (fun z : ℝ => (p + q * z + r * z ^ 2) * exp (-c * z ^ 2))
      ((q + 2 * r * y - 2 * c * y * (p + q * y + r * y ^ 2)) * exp (-c * y ^ 2)) y := by
  have h0 : HasDerivAt (fun z : ℝ => z ^ 2) (2 * y) y := by
    simpa using hasDerivAt_pow 2 y
  have h1 := (((hasDerivAt_id' y).const_mul q).const_add p).fun_add (h0.const_mul r)
  exact (h1.fun_mul (h0.const_mul (-c)).exp).congr_deriv (by ring)
```

The energy integral needs a cubic polynomial against $e^{-wx^2}$. Choose

$$r=-\frac{c_3}{2w},\qquad q=-\frac{c_2}{2w},\qquad p=\frac{2r-c_1}{2w}.$$

Then the derivative formula gives

$$(c_0+c_1x+c_2x^2+c_3x^3)e^{-wx^2}=(c_0-q)e^{-wx^2}+\frac{d}{dx}\left[(p+qx+rx^2)e^{-wx^2}\right].$$

The total derivative integrates to zero, and $\int e^{-wx^2}dx=\sqrt{\pi/w}$, so

$$\int(c_0+c_1x+c_2x^2+c_3x^3)e^{-wx^2}dx=\left(c_0+\frac{c_2}{2w}\right)\sqrt{\frac{\pi}{w}} .$$

The Lean proof first establishes integrability (`i` and `I`), then obtains $r$, $q$ and $p$ from the equations that define them, and applies the theorem that an integrable derivative of an integrable function has integral zero.

```lean
/-- For `w > 0`, the integral of a cubic polynomial against the Gaussian `exp (-w x²)`. -/
theorem integral_cubic_gaussian {w : ℝ} (hw : 0 < w) (c₀ c₁ c₂ c₃ : ℝ) :
    ∫ x : ℝ, (c₀ + c₁ * x + c₂ * x ^ 2 + c₃ * x ^ 3) * exp (-w * x ^ 2)
      = (c₀ + c₂ / (2 * w)) * √(π / w) := by
  have i : ∀ (n : ℕ) (c : ℝ), Integrable (fun x : ℝ => c * (x ^ n * exp (-w * x ^ 2))) := by
    intro n c
    have hn : (-1 : ℝ) < n := by linarith [Nat.cast_nonneg (α := ℝ) n]
    have h := integrable_rpow_mul_exp_neg_mul_sq hw hn
    simp only [Real.rpow_natCast] at h
    exact h.const_mul c
  have I : ∀ a b c d : ℝ, Integrable
      (fun x : ℝ => (a + b * x + c * x ^ 2 + d * x ^ 3) * exp (-w * x ^ 2)) := fun a b c d =>
    ((((i 0 a).add (i 1 b)).add (i 2 c)).add (i 3 d)).congr
      (Eventually.of_forall fun x => by simp only [Pi.add_apply]; ring)
  -- up to a multiple of the Gaussian, the integrand is a total derivative
  have ex : ∀ t : ℝ, ∃ s, 2 * w * s = t := fun t =>
    ⟨t / (2 * w), mul_div_cancel₀ t (by positivity)⟩
  obtain ⟨r, hr⟩ := ex (-c₃)
  obtain ⟨q, hq⟩ := ex (-c₂)
  obtain ⟨p, hp⟩ := ex (2 * r - c₁)
  have hd : ∀ x : ℝ, HasDerivAt (fun z : ℝ => (p + q * z + r * z ^ 2) * exp (-w * z ^ 2))
      ((c₀ + c₁ * x + c₂ * x ^ 2 + c₃ * x ^ 3) * exp (-w * x ^ 2)
        - (c₀ - q) * exp (-w * x ^ 2)) x := fun x =>
    (hasDerivAt_quadratic_gaussian w p q r x).congr_deriv (by
      linear_combination -exp (-w * x ^ 2) * (x * hp + x ^ 2 * hq + x ^ 3 * hr))
  have g := (integrable_exp_neg_mul_sq hw).const_mul (c₀ - q)
  have h := integral_eq_zero_of_hasDerivAt_of_integrable hd ((I c₀ c₁ c₂ c₃).sub g)
    (by simpa only [zero_mul, add_zero] using I p q r 0)
  rw [integral_sub (I c₀ c₁ c₂ c₃) g, integral_const_mul, integral_gaussian] at h
  have hk : c₂ / (2 * w) = -q := by
    rw [div_eq_iff (by positivity)]
    linarith
  rw [hk]
  linear_combination h
```

## The energy of a trial function

Differentiating $\psi$ twice gives

$$\psi'=(b-wax-wbx^2)e^{-wx^2/2},$$

$$\psi''=(-wa-3wbx+w^2ax^2+w^2bx^3)e^{-wx^2/2}.$$

In $H\psi$ the harmonic potential cancels the last two terms of $-\psi''/2$, which leaves

$$H\psi=\left[\frac w2a+\left(\frac{3w}{2}b-Fa\right)x-Fbx^2\right]e^{-wx^2/2}.$$

In the proof, `e0` writes $\psi$ as a quadratic with zero leading coefficient, `e1` is the first derivative, and a further use of the derivative formula gives the second.

```lean
/-- The Hamiltonian turns a trial function into a quadratic polynomial times the same Gaussian. -/
theorem hamiltonian_trial (w F a b x : ℝ) :
    hamiltonian w F (trial w a b) x
      = (w / 2 * a + (3 * w / 2 * b - F * a) * x - F * b * x ^ 2) * exp (-(w / 2) * x ^ 2) := by
  have e0 : trial w a b = fun z => (a + b * z + 0 * z ^ 2) * exp (-(w / 2) * z ^ 2) := by
    funext z
    simp only [trial]
    ring
  have e1 : deriv (fun z : ℝ => (a + b * z + 0 * z ^ 2) * exp (-(w / 2) * z ^ 2))
      = fun z => (b + (-w * a) * z + (-w * b) * z ^ 2) * exp (-(w / 2) * z ^ 2) := by
    funext z
    rw [(hasDerivAt_quadratic_gaussian (w / 2) a b 0 z).deriv]
    ring
  simp only [hamiltonian, e0, e1,
    (hasDerivAt_quadratic_gaussian (w / 2) b (-w * a) (-w * b) x).deriv]
  ring
```

Multiplying by $\psi$ gives a cubic times $e^{-wx^2}$, with coefficients

$$c_0=\frac w2a^2,\quad c_1=2wab-Fa^2,\quad c_2=\frac{3w}{2}b^2-2Fab,\quad c_3=-Fb^2 .$$

The integral formula then yields

$$\int\psi H\psi\,dx=\left(\frac w2a^2+\frac34b^2-\frac{Fab}{w}\right)\sqrt{\frac\pi w},$$

$$\int\psi^2dx=\left(a^2+\frac{b^2}{2w}\right)\sqrt{\frac\pi w}.$$

```lean
/-- For `w > 0`, the energy integral and the norm integral of a trial function. -/
theorem trial_integrals {w : ℝ} (hw : 0 < w) (F a b : ℝ) :
    (∫ x, trial w a b x * hamiltonian w F (trial w a b) x
      = (w / 2 * a ^ 2 + 3 / 4 * b ^ 2 - F * a * b / w) * √(π / w)) ∧
    ∫ x, trial w a b x ^ 2 = (a ^ 2 + b ^ 2 / (2 * w)) * √(π / w) := by
  have hE : ∀ x : ℝ, exp (-w * x ^ 2)
      = exp (-(w / 2) * x ^ 2) * exp (-(w / 2) * x ^ 2) := by
    intro x
    rw [← Real.exp_add]
    congr 1
    ring
  constructor
  · have h := integral_cubic_gaussian hw (w / 2 * a ^ 2) (2 * w * a * b - F * a ^ 2)
      (3 * w / 2 * b ^ 2 - 2 * F * a * b) (-F * b ^ 2)
    convert h using 1
    · congr 1
      funext x
      rw [hamiltonian_trial, hE x]
      simp only [trial]
      ring
    · linear_combination (-(3 / 4) * b ^ 2 * √(π / w)) * mul_inv_cancel₀ hw.ne'
  · rw [← integral_cubic_gaussian hw (a ^ 2) (2 * a * b) (b ^ 2) 0]
    congr 1
    funext x
    rw [hE x]
    simp only [trial]
    ring
```

## The minimum from a perfect square

To show that $w-R$ is the lowest quotient, subtract $w-R$ times the norm from the energy, leaving out the common factor $\sqrt{\pi/w}$:

$$D=\left(R-\frac w2\right)a^2-\frac{Fab}{w}+\left(R+\frac w2\right)\frac{b^2}{2w}.$$

Multiply by $R+w/2>0$ and use $R^2-w^2/4=F^2/(2w)$:

$$D\left(R+\frac w2\right)=\frac{\left[aF-b(R+w/2)\right]^2}{2w}\ge0 .$$

Hence no quotient lies below $w-R$. The square vanishes for $a=R+w/2$ and $b=F$, so the value is reached.

`IsLeast` states these two facts together: $w-R$ belongs to the set of quotients and bounds it from below. The identity is `key`. The first part of the proof inserts the minimising coefficients, and the second deduces $D\ge0$ for an arbitrary nonzero pair and divides by the positive norm.

```lean
/-- For `w > 0`, the least Rayleigh quotient in the two-function basis is attained and equals
`w - √(w²/4 + F²/(2w))`. -/
theorem isLeast_trialEnergies {w : ℝ} (hw : 0 < w) (F : ℝ) :
    IsLeast (trialEnergies w F) (w - halfGap w F) := by
  obtain ⟨hR0, hR2⟩ := halfGap_spec hw F
  generalize halfGap w F = R at hR0 hR2 ⊢
  have hS : 0 < √(π / w) := Real.sqrt_pos.2 (div_pos Real.pi_pos hw)
  have hp : 0 < R + w / 2 := by positivity
  -- the unnormalised energy excess over `w - R`, times `R + w/2`, is a square divided by `2w`
  have key : ∀ a b : ℝ, (w / 2 * a ^ 2 + 3 / 4 * b ^ 2 - F * a * b / w
      - (w - R) * (a ^ 2 + b ^ 2 / (2 * w))) * (R + w / 2)
      = (a * F - b * (R + w / 2)) ^ 2 / (2 * w) := by
    intro a b
    linear_combination a ^ 2 * hR2 - 3 / 4 * b ^ 2 * (R + w / 2) * mul_inv_cancel₀ hw.ne'
  constructor
  · -- the square vanishes for the coefficients `R + w/2` and `F`
    refine ⟨R + w / 2, F, Or.inl hp.ne', ?_⟩
    obtain ⟨h1, h2⟩ := trial_integrals hw F (R + w / 2) F
    have hden : 0 < (R + w / 2) ^ 2 + F ^ 2 / (2 * w) := by positivity
    have k := key (R + w / 2) F
    rw [show (R + w / 2) * F - F * (R + w / 2) = 0 by ring, zero_pow two_ne_zero, zero_div] at k
    rw [rayleigh, h1, h2, div_eq_iff (mul_pos hden hS).ne']
    linear_combination √(π / w) * (mul_eq_zero.1 k).resolve_right hp.ne'
  · rintro E ⟨a, b, hab, rfl⟩
    have hden : 0 < a ^ 2 + b ^ 2 / (2 * w) := by
      rcases hab with ha | hb <;> positivity
    obtain ⟨h1, h2⟩ := trial_integrals hw F a b
    have hn : 0 ≤ w / 2 * a ^ 2 + 3 / 4 * b ^ 2 - F * a * b / w
        - (w - R) * (a ^ 2 + b ^ 2 / (2 * w)) := by
      refine le_of_mul_le_mul_right ?_ hp
      rw [zero_mul, key a b]
      positivity
    rw [rayleigh, h1, h2, le_div_iff₀ (mul_pos hden hS)]
    linarith [mul_nonneg hn hS.le]
```

## The excess energy and the weak-field limit

With $E(F)=w-R$ and $F^2/(2w)=R^2-w^2/4$,

$$E(F)-\left(\frac w2-\frac{F^2}{2w^2}\right)=\frac w2-R+\frac{R^2-w^2/4}{w}=\frac{(R-w/2)^2}{w}.$$

The name `energy_gap` denotes this excess over the comparison value, not a level spacing.

```lean
/-- For `w > 0`, the variational energy exceeds `w/2 - F²/(2w²)` by
`(√(w²/4 + F²/(2w)) - w/2)² / w`. -/
theorem energy_gap {w : ℝ} (hw : 0 < w) (F : ℝ) :
    lowestEnergy w F - (w / 2 - F ^ 2 / (2 * w ^ 2)) = (halfGap w F - w / 2) ^ 2 / w := by
  rw [lowestEnergy, (isLeast_trialEnergies hw F).csInf_eq]
  linear_combination (-w⁻¹) * (halfGap_spec hw F).2
    + (halfGap w F - w / 2) * mul_inv_cancel₀ hw.ne'
```

The final theorem makes three statements for every $w>0$:

- $E(F)\ge w/2-F^2/(2w^2)$ for every real $F$.
- Equality holds exactly when $F=0$.
- $(E(F)-w/2)/F^2\to-1/(2w^2)$ as $F\to0$. The filter `𝓝[≠] 0` means that $F$ approaches zero through nonzero values.

The first follows because the excess is a square divided by $w$. For the second, the excess vanishes only if $R=w/2$, which forces $F^2/(2w)=0$; this equivalence is `hiff`. For the third, rationalise the difference at $F\ne0$:

$$\frac{E(F)-w/2}{F^2}=\frac{w/2-R}{F^2}=-\frac{1}{2w}\,\frac{1}{R+w/2}.$$

The right-hand side is continuous at $F=0$, where $R=w/2$, and its value there is $-1/(2w^2)$. In Lean, `hc` is the continuity, `hv` the value at zero, and the last lines show that the two expressions agree away from zero.

```lean
/-- For `w > 0`, the variational energy is at least `w/2 - F²/(2w²)`, with equality only at zero
field, and the energy shift divided by `F²` tends to `-1/(2w²)` as the field vanishes. -/
theorem variational_field_shift {w : ℝ} (hw : 0 < w) :
    (∀ F, w / 2 - F ^ 2 / (2 * w ^ 2) ≤ lowestEnergy w F) ∧
    (∀ F, lowestEnergy w F = w / 2 - F ^ 2 / (2 * w ^ 2) ↔ F = 0) ∧
    Tendsto (fun F => (lowestEnergy w F - w / 2) / F ^ 2) (𝓝[≠] 0)
      (𝓝 (-1 / (2 * w ^ 2))) := by
  have hiff : ∀ F, halfGap w F = w / 2 ↔ F = 0 := by
    refine fun F => ⟨fun h => ?_, ?_⟩
    · have h2 := (halfGap_spec hw F).2
      rw [h] at h2
      by_contra hF
      have : 0 < F ^ 2 / (2 * w) := by positivity
      linarith
    · rintro rfl
      rw [halfGap, show w ^ 2 / 4 + (0 : ℝ) ^ 2 / (2 * w) = (w / 2) ^ 2 by ring]
      exact Real.sqrt_sq (by positivity)
  refine ⟨fun F => ?_, fun F => ?_, ?_⟩
  · have h : 0 ≤ (halfGap w F - w / 2) ^ 2 / w := by positivity
    linarith [energy_gap hw F]
  · rw [← sub_eq_zero, energy_gap hw F, div_eq_zero_iff, or_iff_left hw.ne',
      pow_eq_zero_iff two_ne_zero, sub_eq_zero, hiff]
  · -- rationalised, the quotient extends continuously to zero field
    have hp : ∀ F, halfGap w F + w / 2 ≠ 0 := fun F =>
      (add_pos (halfGap_spec hw F).1 (half_pos hw)).ne'
    have hc : ContinuousAt (fun F => -(1 / (2 * w)) / (halfGap w F + w / 2)) 0 :=
      ContinuousAt.div continuousAt_const (by unfold halfGap; fun_prop) (hp 0)
    have hv : -(1 / (2 * w)) / (halfGap w 0 + w / 2) = -1 / (2 * w ^ 2) := by
      rw [(hiff 0).2 rfl, add_halves]
      ring
    rw [← hv]
    refine (hc.tendsto.mono_left nhdsWithin_le_nhds).congr' ?_
    filter_upwards [self_mem_nhdsWithin] with F hF
    rw [lowestEnergy, (isLeast_trialEnergies hw F).csInf_eq,
      div_eq_div_iff (hp F) (pow_ne_zero 2 hF)]
    linear_combination (halfGap_spec hw F).2

end

end GaussianOscillatorInField
```

```lean
#print axioms GaussianOscillatorInField.variational_field_shift
```

```
'GaussianOscillatorInField.variational_field_shift' depends on axioms: [propext, Classical.choice, Quot.sound]
```

For one particle in one dimension, with the Gaussian exponent matched to the oscillator, the basis has the correct quadratic response. The discrepancy at finite $F$ comes from higher orders in the field, which the truncated basis itself introduces: the exact energy shift is purely quadratic. The result says nothing about other exponents or about interacting electrons.

## The numbers at frequency 2 and field 3/2

Here $R=\sqrt{1+9/16}=5/4$, so $E=2-5/4=3/4$. The comparison value is $1-9/32=23/32$, and the excess is $1/32$, in agreement with $(5/4-1)^2/2$.

The minimising coefficients $a=9/4$ and $b=3/2$ are in the ratio $3:2$. In the normalised basis they become $3/\sqrt{10}$ and $1/\sqrt{10}$. The shift divided by $F^2$ is $(-1/4)/(9/4)=-1/9$, against the limit $-1/8$. Multiplication by $-2$ gives the polarizabilities 2/9 and 1/4 of the opening example.

## Zero frequency breaks the equality statement

The condition $w>0$ stands for a confining potential and makes the trial functions normalisable. Allowing $w\ge0$ would be too weak. At $w=0$ and $F=1$ the trial functions are $a+bx$, and for coefficients not both zero their squares have no finite integral. Lean gives such an integral, and any division by zero, the value 0, so `lowestEnergy 0 1` and the comparison value are both 0: equality holds although the field is not zero.
